# First time derivative and first two space derivatives of a complex tanh front moving at constant velocity

The theorem `tanhWave_derivatives` concerns the complex-valued wave i·a + b·tanh(k(x − ut)), a tanh profile of amplitude b on a constant imaginary background, moving with velocity u. Writing T for tanh(k(x − ut)), it states that the time derivative is −bku(1 − T²), the first space derivative is bk(1 − T²) and the second is −2bk²T(1 − T²). The parameters a, b, k and u are any real numbers; the wave is not normalised, and no wave equation is assumed or proved. The attempt differentiates the real part by the chain rule, using the slope 1 − tanh² of tanh, and then carries the results over to complex values, where the constant i·a drops out.

As first written in Lean, the proof fails:

```lean
import Mathlib

open Filter Topology MeasureTheory
open Complex (I)

namespace TanhWaveDerivatives

noncomputable section

/-- A travelling front `i a + b tanh(k (x - u t))` with velocity `u`. -/
def tanhWave (a b k u x t : ℝ) : ℂ :=
  (a : ℂ) * I + ((b * Real.tanh (k * (x - u * t)) : ℝ) : ℂ)

/-- The slope of `tanh` is `1 - tanh²`. -/
theorem hasDerivAt_tanh (x : ℝ) : HasDerivAt Real.tanh (1 - Real.tanh x ^ 2) x := by
  have hc := (Real.cosh_pos x).ne'
  have h := (Real.hasDerivAt_sinh x).fun_div (Real.hasDerivAt_cosh x) hc
  refine (h.congr_deriv ?_).congr_of_eventuallyEq
    (Eventually.of_forall Real.tanh_eq_sinh_div_cosh)
  rw [Real.tanh_eq_sinh_div_cosh, div_pow, sub_div, ← pow_two, ← pow_two,
    div_self (pow_ne_zero 2 hc)]

/-- The time derivative and the first two space derivatives of the travelling front. -/
theorem tanhWave_derivatives (a b k u x t : ℝ) :
    HasDerivAt (fun s => tanhWave a b k u x s)
      ((-(b * k * u * (1 - Real.tanh (k * (x - u * t)) ^ 2)) : ℝ) : ℂ) t ∧
    HasDerivAt (fun y => tanhWave a b k u y t)
      ((b * k * (1 - Real.tanh (k * (x - u * t)) ^ 2) : ℝ) : ℂ) x ∧
    HasDerivAt (fun y => ((b * k * (1 - Real.tanh (k * (y - u * t)) ^ 2) : ℝ) : ℂ))
      ((-2 * b * k ^ 2 * Real.tanh (k * (x - u * t)) *
        (1 - Real.tanh (k * (x - u * t)) ^ 2) : ℝ) : ℂ) x := by
  have ht : HasDerivAt (fun s => k * (x - u * s)) (-(k * u)) t :=
    (((hasDerivAt_id' t).const_mul u).const_sub x |>.const_mul k).congr_deriv (by ring)
  have hx : HasDerivAt (fun y => k * (y - u * t)) k x :=
    (((hasDerivAt_id' x).sub_const (u * t)).const_mul k).congr_deriv (by ring)
  have h1 : HasDerivAt (fun s => b * Real.tanh (k * (x - u * s)))
      (-(b * k * u * (1 - Real.tanh (k * (x - u * t)) ^ 2))) t :=
    (((hasDerivAt_tanh (k * (x - u * t))).comp t ht).const_mul b).congr_deriv (by ring)
  have hT : HasDerivAt (fun y => Real.tanh (k * (y - u * t)))
      ((1 - Real.tanh (k * (x - u * t)) ^ 2) * k) x :=
    (hasDerivAt_tanh (k * (x - u * t))).comp x hx
  have h2 : HasDerivAt (fun y => b * Real.tanh (k * (y - u * t)))
      (b * k * (1 - Real.tanh (k * (x - u * t)) ^ 2)) x :=
    (hT.const_mul b).congr_deriv (by ring)
  have h3 : HasDerivAt (fun y => b * k * (1 - Real.tanh (k * (y - u * t)) ^ 2))
      (-2 * b * k ^ 2 * Real.tanh (k * (x - u * t)) *
        (1 - Real.tanh (k * (x - u * t)) ^ 2)) x := by
    simp only [pow_two (Real.tanh _)]
    exact (((hT.fun_mul hT).const_sub 1).const_mul (b * k)).congr_deriv (by ring)
  exact ⟨h1.ofReal_comp.const_add _, h2.ofReal_comp.const_add _, h3.ofReal_comp⟩

end

end TanhWaveDerivatives
```

Lean reports:

```
Main.lean:38:4: error: Type mismatch
  HasDerivAt.congr_deriv (HasDerivAt.const_mul b (HasDerivAt.comp t ?m.434 ht)) ?m.452
has type
  HasDerivAt (fun y => b * (?m.431 ∘ fun s => k * (x - u * s)) y) ?m.450 t
but is expected to have type
  HasDerivAt (fun s => b * Real.tanh (k * (x - u * s))) (-(b * k * u * (1 - Real.tanh (k * (x - u * t)) ^ 2))) t
Try this:
  [apply] ring_nf
  
  The `ring` tactic failed to close the goal. Use `ring_nf` to obtain a normal form.
    
  Note that `ring` works primarily in *commutative* rings. If you have a noncommutative ring, abelian group or module, consider using `noncomm_ring`, `abel` or `module` instead.
Main.lean:38:79: error: unsolved goals
a b k u x t : ℝ
ht : HasDerivAt (fun s => k * (x - u * s)) (-(k * u)) t
hx : HasDerivAt (fun y => k * (y - u * t)) k x
⊢ -(b * k * u) + b * k * u * Real.tanh (k * x - k * u * t) ^ 2 = ?m.450
Main.lean:41:4: error: Type mismatch
  HasDerivAt.comp x ?m.530 hx
has type
  HasDerivAt (?m.527 ∘ fun y => k * (y - u * t)) (?m.529 * k) x
but is expected to have type
  HasDerivAt (fun y => Real.tanh (k * (y - u * t))) ((1 - Real.tanh (k * (x - u * t)) ^ 2) * k) x
```

What went wrong. Both type mismatches come from the chain rule, `HasDerivAt.comp`, whose result is about a composition `f ∘ g`. In each, Lean compared that result with the stated goal while the outer function was still unknown: the messages show a placeholder such as `?m.431` where `Real.tanh` should be, and the argument that would supply it, `hasDerivAt_tanh …`, is itself still a placeholder. Lean did not find `Real.tanh` by matching against the goal, so the match failed.

The `ring` error follows from the first mismatch. The derivative was unknown too, so `ring` was asked to prove an equation whose right-hand side was the placeholder `?m.450`. The suggested `ring_nf` would not supply the missing value.

The repair states the two chain-rule steps first, as `ct` and `cx`, with no goal to match. Lean then has to read the outer function and its derivative from `hasDerivAt_tanh`. When `ct` and `cx` are used, the composition is explicit and agrees with the written-out function by unfolding, and `ring` has a definite equation to prove. The added comment is mere tidying.

This version goes through:

```diff
@@ -34,10 +34,12 @@
   have hx : HasDerivAt (fun y => k * (y - u * t)) k x :=
     (((hasDerivAt_id' x).sub_const (u * t)).const_mul k).congr_deriv (by ring)
+  -- chain rule in time and in space
+  have ct := (hasDerivAt_tanh (k * (x - u * t))).comp t ht
+  have cx := (hasDerivAt_tanh (k * (x - u * t))).comp x hx
   have h1 : HasDerivAt (fun s => b * Real.tanh (k * (x - u * s)))
       (-(b * k * u * (1 - Real.tanh (k * (x - u * t)) ^ 2))) t :=
-    (((hasDerivAt_tanh (k * (x - u * t))).comp t ht).const_mul b).congr_deriv (by ring)
+    (ct.const_mul b).congr_deriv (by ring)
   have hT : HasDerivAt (fun y => Real.tanh (k * (y - u * t)))
-      ((1 - Real.tanh (k * (x - u * t)) ^ 2) * k) x :=
-    (hasDerivAt_tanh (k * (x - u * t))).comp x hx
+      ((1 - Real.tanh (k * (x - u * t)) ^ 2) * k) x := cx
   have h2 : HasDerivAt (fun y => b * Real.tanh (k * (y - u * t)))
       (b * k * (1 - Real.tanh (k * (x - u * t)) ^ 2)) x :=
```
